# Thomas-Fermi condensate in an isotropic harmonic trap: N = 4πR⁵/(15g) and E = (5/7)μN

To start an imaginary-time run for a trapped condensate, I choose the particle number N, compute the chemical potential μ from the Thomas-Fermi formula, and put the inverted-parabola density on the grid. The trap is r²/2 in oscillator units and the contact coupling is g > 0. Before the first step I print the trap plus interaction energy per particle, and I get 5μ/7.

I expected μ. All the atoms sit in one orbital, and μ is its eigenvalue in the Gross-Pitaevskii equation. Have I lost something in the shell weight or at the edge of the cloud? And if 5/7 is right, how can μ still be the energy needed to add an atom?

## The product μN counts the interaction energy twice

Your number is right. In the Thomas-Fermi approximation, which drops the kinetic energy, the Gross-Pitaevskii equation inside the cloud reads

r²/2 + g n(r) = μ,

where n is the density, normalised to N. Multiply by n and integrate over space. The trap term gives the trap energy E_trap. The mean-field term gives the integral of g n², which is twice the interaction energy E_int, because the energy density is g n²/2. Hence

μN = E_trap + 2 E_int, while E = E_trap + E_int.

The energy is below μN by exactly E_int, and the integrals below show that this is 2/7 of μN.

### The shell integrals

The density vanishes at R = √(2μ), so R² = 2μ and, for r ≤ R,

n(r) = (μ − r²/2)/g = (R² − r²)/(2g).

A ball of radius r has volume 4πr³/3, so a thin shell has volume 4πr² dr. The particle number is

N = ∫₀ᴿ 4πr² (R² − r²)/(2g) dr = (2π/g)(R⁵/3 − R⁵/5) = 4πR⁵/(15g).

The two energies are

E_trap = ∫₀ᴿ 4πr² (r²/2)(R² − r²)/(2g) dr = (π/g)(R⁷/5 − R⁷/7) = 2πR⁷/(35g),

E_int = ∫₀ᴿ 4πr² (g/2)(R² − r²)²/(4g²) dr = (π/(2g))(R⁷/3 − 2R⁷/5 + R⁷/7) = 4πR⁷/(105g).

Dividing by N and using R² = 2μ gives

E_trap/N = 3R²/14 = 3μ/7,

E_int/N = R²/7 = 2μ/7,

and the sum is E = (5/7)μN.

For your starting guess, solve the number formula for R⁵ and use μ = R²/2:

μ = ½ (15gN/(4π))^(2/5).

### The cost of one more atom

The average energy per particle is 5μ/7, but the marginal energy is μ. At fixed g, dR/dμ = 1/R, so

dN/dμ = (4π/(15g)) · 5R⁴ · (1/R) = 4πR³/(3g) > 0.

Comparing with N gives N = (R²/5) dN/dμ = (2μ/5) dN/dμ. Therefore

dE/dμ = (5/7)(N + μ dN/dμ) = (5/7)(2/5 + 1) μ dN/dμ = μ dN/dμ,

which is dE = μ dN. A new atom pays more than the average because it also raises the mean field felt by all the others.

### The same results in Lean

The following Lean 4 code states and proves these formulas, starting from integrals over three-dimensional space.

```lean
import Mathlib

open MeasureTheory Real Filter Topology

namespace ThomasFermiCondensate

noncomputable section

/-- Three-dimensional position space. -/
abbrev Space := EuclideanSpace ℝ (Fin 3)

/-- Thomas-Fermi density at distance `r` from the centre of the trap `r²/2`, for coupling `g > 0`
and chemical potential `μ`, in trap units. -/
def density (g μ r : ℝ) : ℝ := max (μ - r ^ 2 / 2) 0 / g

/-- Particle number: the integral of the density over space, for `g > 0`. -/
def particleNumber (g μ : ℝ) : ℝ := ∫ x : Space, density g μ ‖x‖

/-- Potential energy of the cloud in the harmonic trap, for `g > 0`. -/
def trapEnergy (g μ : ℝ) : ℝ := ∫ x : Space, ‖x‖ ^ 2 / 2 * density g μ ‖x‖

/-- Mean-field interaction energy of the cloud, for `g > 0`. -/
def interactionEnergy (g μ : ℝ) : ℝ := ∫ x : Space, g / 2 * density g μ ‖x‖ ^ 2

/-- Thomas-Fermi energy: the integral of the trap and interaction energy densities, for `g > 0`. -/
def energy (g μ : ℝ) : ℝ :=
  ∫ x : Space, (‖x‖ ^ 2 / 2 * density g μ ‖x‖ + g / 2 * density g μ ‖x‖ ^ 2)

/-- The space integral of a radial function that vanishes beyond radius `R ≥ 0` is the
integral over spherical shells of area `4πr²`. -/
theorem integral_radial {F : ℝ → ℝ} {R : ℝ} (hR : 0 ≤ R) (hout : ∀ r, R < r → F r = 0) :
    ∫ x : Space, F ‖x‖ = ∫ r in (0 : ℝ)..R, 4 * π * r ^ 2 * F r := by
  have hball : (volume : Measure Space).real (Metric.ball 0 1) = π * 4 / 3 := by
    rw [measureReal_def, EuclideanSpace.volume_ball_fin_three, ENNReal.ofReal_one, one_pow,
      one_mul, ENNReal.toReal_ofReal (by positivity)]
  -- only the shells inside the ball contribute
  have hcut : ∫ r in Set.Ioi (0 : ℝ), r ^ 2 * F r = ∫ r in Set.Ioc 0 R, r ^ 2 * F r := by
    apply setIntegral_eq_of_subset_of_forall_sdiff_eq_zero measurableSet_Ioi
    · exact fun r hr => hr.1
    · intro r hr
      have hlt : R < r := by
        by_contra h
        exact hr.2 ⟨hr.1, not_lt.mp h⟩
      rw [hout r hlt, mul_zero]
  rw [integral_fun_norm_addHaar volume F, hball, finrank_euclideanSpace_fin]
  simp only [smul_eq_mul, nsmul_eq_mul, Nat.cast_ofNat, Nat.reduceSub]
  rw [hcut, ← intervalIntegral.integral_of_le hR]
  simp_rw [mul_assoc (4 * π)]
  rw [intervalIntegral.integral_const_mul]
  ring

/-- Space integral of a radial profile equal to `a + b r² + c r⁴` inside a ball of radius
`R ≥ 0` and to zero outside. -/
theorem integral_even_profile {F : ℝ → ℝ} {R : ℝ} (a b c : ℝ) (hR : 0 ≤ R)
    (hout : ∀ r, R < r → F r = 0)
    (hin : ∀ r, 0 ≤ r → r ≤ R → F r = a + b * r ^ 2 + c * r ^ 4) :
    ∫ x : Space, F ‖x‖ = 4 * π * (a * R ^ 3 / 3 + b * R ^ 5 / 5 + c * R ^ 7 / 7) := by
  rw [integral_radial hR hout]
  have hcongr : ∫ r in (0 : ℝ)..R, 4 * π * r ^ 2 * F r =
      ∫ r in (0 : ℝ)..R, 4 * π * (a * r ^ 2 + b * r ^ 4 + c * r ^ 6) := by
    apply intervalIntegral.integral_congr
    intro r hr
    rw [Set.uIcc_of_le hR] at hr
    change 4 * π * r ^ 2 * F r = 4 * π * (a * r ^ 2 + b * r ^ 4 + c * r ^ 6)
    rw [hin r hr.1 hr.2]
    ring
  -- the antiderivative, term by term
  have hd : ∀ r : ℝ, HasDerivAt
      (fun r : ℝ => 4 * π * (a / 3 * r ^ 3 + b / 5 * r ^ 5 + c / 7 * r ^ 7))
      (4 * π * (a * r ^ 2 + b * r ^ 4 + c * r ^ 6)) r := by
    intro r
    refine (((((hasDerivAt_pow 3 r).const_mul (a / 3)).fun_add
      ((hasDerivAt_pow 5 r).const_mul (b / 5))).fun_add
      ((hasDerivAt_pow 7 r).const_mul (c / 7))).const_mul (4 * π)).congr_deriv ?_
    push_cast
    ring
  rw [hcongr, intervalIntegral.integral_eq_sub_of_hasDerivAt (fun r _ => hd r)
    (Continuous.intervalIntegrable (by fun_prop) _ _)]
  ring

/-- Within the radius `√(2μ)`, for `μ ≥ 0`, the density is `(μ - r²/2)/g`. -/
theorem density_inside {g μ r : ℝ} (hμ : 0 ≤ μ) (h0 : 0 ≤ r) (hr : r ≤ √(2 * μ)) :
    density g μ r = (μ - r ^ 2 / 2) / g := by
  have hs : √(2 * μ) ^ 2 = 2 * μ := Real.sq_sqrt (by positivity)
  have h : 0 ≤ μ - r ^ 2 / 2 := by nlinarith
  rw [density, max_eq_left h]

/-- Beyond the radius `√(2μ)`, for `μ ≥ 0`, the density vanishes. -/
theorem density_outside {g μ r : ℝ} (hμ : 0 ≤ μ) (hr : √(2 * μ) < r) :
    density g μ r = 0 := by
  have hs : √(2 * μ) ^ 2 = 2 * μ := Real.sq_sqrt (by positivity)
  have h : μ - r ^ 2 / 2 ≤ 0 := by nlinarith [Real.sqrt_nonneg (2 * μ)]
  rw [density, max_eq_right h, zero_div]

/-- Within the radius `√(2μ)`, for `μ ≥ 0` and `g ≠ 0`, trap potential and mean field add up
to the chemical potential: the Gross-Pitaevskii equation without its kinetic term. -/
theorem thomasFermi_equation {g μ r : ℝ} (hg : g ≠ 0) (hμ : 0 ≤ μ) (h0 : 0 ≤ r)
    (hr : r ≤ √(2 * μ)) : r ^ 2 / 2 + g * density g μ r = μ := by
  rw [density_inside hμ h0 hr, mul_div_cancel₀ _ hg]
  ring

/-- For `g, μ > 0` and `R = √(2μ)`, the Thomas-Fermi cloud holds a positive number
`N = 4πR⁵/(15g)` of particles and has energy `(5/7) μ N`. -/
theorem number_and_energy {g μ : ℝ} (hg : 0 < g) (hμ : 0 < μ) :
    0 < particleNumber g μ ∧
    particleNumber g μ = 4 * π * √(2 * μ) ^ 5 / (15 * g) ∧
    energy g μ = 5 / 7 * μ * particleNumber g μ := by
  have hR : 0 < √(2 * μ) := Real.sqrt_pos.mpr (by positivity)
  have hs : √(2 * μ) ^ 2 = 2 * μ := Real.sq_sqrt (by positivity)
  have hN : particleNumber g μ = 4 * π * √(2 * μ) ^ 5 / (15 * g) := by
    refine (integral_even_profile (F := density g μ) (μ / g) (-1 / (2 * g)) 0 hR.le
      (fun r hr => density_outside hμ.le hr) (fun r h0 hr => ?_)).trans ?_
    · rw [density_inside hμ.le h0 hr]
      ring
    · linear_combination (-(2 * π * √(2 * μ) ^ 3 / (3 * g))) * hs
  refine ⟨by rw [hN]; positivity, hN, ?_⟩
  rw [hN]
  -- the r² terms of trap and interaction energy cancel
  refine (integral_even_profile
    (F := fun r => r ^ 2 / 2 * density g μ r + g / 2 * density g μ r ^ 2)
    (μ ^ 2 / (2 * g)) 0 (-1 / (8 * g)) hR.le
    (fun r hr => by simp [density_outside hμ.le hr]) (fun r h0 hr => ?_)).trans ?_
  · simp only [density_inside hμ.le h0 hr]
    field_simp
    ring
  · linear_combination (4 * π * √(2 * μ) ^ 3 / g * (√(2 * μ) ^ 2 / 56 - μ / 12)
      - π * √(2 * μ) ^ 5 / (7 * g)) * hs

/-- For `g, μ > 0`, the trap energy per particle is `3μ/7` and the interaction energy per
particle is `2μ/7`. -/
theorem energy_shares {g μ : ℝ} (hg : 0 < g) (hμ : 0 < μ) :
    trapEnergy g μ / particleNumber g μ = 3 / 7 * μ ∧
    interactionEnergy g μ / particleNumber g μ = 2 / 7 * μ := by
  obtain ⟨hpos, hN, -⟩ := number_and_energy hg hμ
  have hs : √(2 * μ) ^ 2 = 2 * μ := Real.sq_sqrt (by positivity)
  rw [div_eq_iff hpos.ne', div_eq_iff hpos.ne', hN]
  constructor
  · refine (integral_even_profile (F := fun r => r ^ 2 / 2 * density g μ r)
      0 (μ / (2 * g)) (-1 / (4 * g)) (Real.sqrt_nonneg (2 * μ))
      (fun r hr => by simp [density_outside hμ.le hr]) (fun r h0 hr => ?_)).trans ?_
    · simp only [density_inside hμ.le h0 hr]
      ring
    · linear_combination (-(π * √(2 * μ) ^ 5 / (7 * g))) * hs
  · refine (integral_even_profile (F := fun r => g / 2 * density g μ r ^ 2)
      (μ ^ 2 / (2 * g)) (-μ / (2 * g)) (1 / (8 * g)) (Real.sqrt_nonneg (2 * μ))
      (fun r hr => by simp [density_outside hμ.le hr]) (fun r h0 hr => ?_)).trans ?_
    · simp only [density_inside hμ.le h0 hr]
      field_simp
      ring
    · linear_combination (4 * π * √(2 * μ) ^ 3 / g * (√(2 * μ) ^ 2 / 56 - μ / 12)) * hs

/-- For `g, μ > 0`, the chemical potential follows from the particle number `N` as
`μ = (15 g N / 4π)^(2/5) / 2`. -/
theorem chemicalPotential_eq {g μ : ℝ} (hg : 0 < g) (hμ : 0 < μ) :
    μ = (15 * g * particleNumber g μ / (4 * π)) ^ (2 / 5 : ℝ) / 2 := by
  have hpow : ∀ R : ℝ, 0 ≤ R → (R ^ 5) ^ (2 / 5 : ℝ) = R ^ 2 := by
    intro R hR
    rw [← Real.rpow_natCast R 5, ← Real.rpow_mul hR, ← Real.rpow_natCast R 2]
    norm_num
  have h5 : 15 * g * particleNumber g μ / (4 * π) = √(2 * μ) ^ 5 := by
    rw [(number_and_energy hg hμ).2.1]
    field_simp
  rw [h5, hpow _ (Real.sqrt_nonneg _), Real.sq_sqrt (by positivity)]
  ring

/-- For `g, μ > 0`, the particle number grows with `μ` at a positive rate, and the energy
changes at `μ` times that rate: `dE = μ dN`. -/
theorem energy_deriv_number {g μ : ℝ} (hg : 0 < g) (hμ : 0 < μ) :
    ∃ N' > 0, HasDerivAt (particleNumber g) N' μ ∧ HasDerivAt (energy g) (μ * N') μ := by
  have hR : 0 < √(2 * μ) := Real.sqrt_pos.mpr (by positivity)
  have hs : √(2 * μ) ^ 2 = 2 * μ := Real.sq_sqrt (by positivity)
  have hroot : HasDerivAt (fun m : ℝ => √(2 * m)) (1 / √(2 * μ)) μ := by
    refine (((hasDerivAt_id' μ).const_mul 2).sqrt (by positivity)).congr_deriv ?_
    field_simp
  have hN : HasDerivAt (particleNumber g) (4 * π * √(2 * μ) ^ 3 / (3 * g)) μ := by
    have hclosed := ((hroot.fun_pow 5).const_mul (4 * π)).div_const (15 * g)
    refine (hclosed.congr_of_eventuallyEq ?_).congr_deriv ?_
    · filter_upwards [lt_mem_nhds hμ] with m hm using (number_and_energy hg hm).2.1
    · have key : √(2 * μ) ^ 4 * (1 / √(2 * μ)) = √(2 * μ) ^ 3 := by field_simp
      push_cast
      linear_combination (4 * π / (3 * g)) * key
  refine ⟨_, by positivity, hN, ?_⟩
  -- differentiate E = (5/7) μ N
  have hE := ((hasDerivAt_id' μ).fun_mul hN).const_mul (5 / 7)
  refine (hE.congr_of_eventuallyEq ?_).congr_deriv ?_
  · filter_upwards [lt_mem_nhds hμ] with m hm
    rw [(number_and_energy hg hm).2.2]
    ring
  · rw [(number_and_energy hg hμ).2.1]
    linear_combination (5 / 7 * (4 * π / (15 * g)) * √(2 * μ) ^ 3) * hs

end

end ThomasFermiCondensate
```

```lean
#print axioms ThomasFermiCondensate.thomasFermi_equation
#print axioms ThomasFermiCondensate.energy_shares
#print axioms ThomasFermiCondensate.chemicalPotential_eq
#print axioms ThomasFermiCondensate.energy_deriv_number
```

```
'ThomasFermiCondensate.thomasFermi_equation' depends on axioms: [propext, Classical.choice, Quot.sound]
'ThomasFermiCondensate.energy_shares' depends on axioms: [propext, Classical.choice, Quot.sound]
'ThomasFermiCondensate.chemicalPotential_eq' depends on axioms: [propext, Classical.choice, Quot.sound]
'ThomasFermiCondensate.energy_deriv_number' depends on axioms: [propext, Classical.choice, Quot.sound]
```

### Reading the definitions and theorems

Lengths are in units of the oscillator length and energies in units of ħω, with ω the trap frequency. `Space` is three-dimensional Euclidean space, and `‖x‖` is the distance r from the trap centre. The function `density g μ r` is max(μ − r²/2, 0)/g, so the cut-off at the edge is built in. `particleNumber`, `trapEnergy`, `interactionEnergy` and `energy` are integrals over all of space, with `energy` containing the trap and interaction terms only. The particle number is a real number, not an integer.

In these units, g is 4π times the s-wave scattering length divided by the oscillator length. The hypothesis `0 < g` stands for repulsive contact interactions, and `0 < μ` for a cloud of nonzero radius. Under these two conditions, `number_and_energy` says that N is positive, equals 4πR⁵/(15g), and satisfies E = (5/7)μN. `energy_shares` gives the fractions 3/7 and 2/7, and `chemicalPotential_eq` gives μ from N. In `energy_deriv_number`, `N'` is the derivative of N with respect to μ at fixed g: it is positive, and the derivative of E is `μ * N'`.

The step from the Gross-Pitaevskii equation to this model is the neglect of kinetic energy. `thomasFermi_equation` confirms that the density solves the equation without that term; how close it lies to the full Gross-Pitaevskii ground state is a separate question. For a simulation, the formulas supply a starting density and reference energies for an isotropic trap when μ is much larger than ħω. By the formula for μ, this takes a large product gN; g itself may be small.

The opposite limit shows where the approximation fails. As μ → 0 at fixed g, R, N and E/N all tend to zero, while E/(μN) stays at 5/7. A real condensate with vanishing interaction energy has every atom in the oscillator ground state, so μ and the total energy per atom, now with kinetic energy included, both tend to 3/2, the zero-point energy that the Thomas-Fermi model omits. In that limit the total energy is μN, as you expected, but the trap energy supplies only half of it. This comparison rests on the textbook oscillator and not on the Lean code.

### From radial integrals to dE = μ dN

`integral_radial` derives the shell weight. Mathlib's formula for integrals of radial functions gives the dimension, 3, times the volume of the unit ball, 4π/3, times the integral of r² F(r) over all positive r. The product of the constants is 4π. The step `hcut` then discards the radii beyond R, where F vanishes.

`integral_even_profile` integrates any profile a + br² + cr⁴ inside the ball. It replaces F by the polynomial, checks the antiderivative by differentiation, and applies the fundamental theorem of calculus. All the number and energy integrals are instances of this lemma, with `density_inside` and `density_outside` providing the polynomial and the zero.

For N, the coefficients are a = μ/g, b = −1/(2g) and c = 0. For the total energy, the proof takes a shorter path than adding E_trap and E_int, because the r² terms cancel in the sum of the energy densities:

r² n/2 + g n²/2 = (μ² − r⁴/4)/(2g).

The fractions are computed separately in `energy_shares`, where the positivity of N permits the division. In these proofs the `linear_combination` steps insert R² = 2μ, recorded as `hs`, into the integrated polynomials.

`chemicalPotential_eq` rewrites 15gN/(4π) as R⁵ and uses (R⁵)^(2/5) = R² for R ≥ 0. `energy_deriv_number` first differentiates the square root, then the closed form of N, and finally the product (5/7)μN. Since the closed forms are established for positive μ, the proof notes that all values near a positive μ are positive too, which is enough to transfer the derivatives to the original integrals.
